# A scaled trial energy \(l^2T+\sum_j A_jl^{k_j}\) with positive coefficients has an optimal scale exactly when some \(k_j\) is negative, and it is unique

Take a particle in a linear confining potential proportional to \(|x|\), and compress its normalised trial function by a factor \(l>0\), \(\psi(x)\to l^{1/2}\psi(lx)\), which keeps the norm. The kinetic energy \(T>0\) becomes \(l^2T\), the potential energy \(A>0\) becomes \(A/l\), and the total is

\[
E(l)=l^2T+\frac{A}{l}.
\]

The second term blocks small \(l\), the first blocks large \(l\), and \(E'(l)=0\) gives the single minimiser \(l^3=A/(2T)\). If the second term were \(Al\) instead, the energy would fall towards zero as \(l\to0\) and no scale would be optimal.

## Energy and virial sum

For finitely many coefficients \(A_j>0\) with real exponents \(k_j\), define

\[
E(l)=l^2T+\sum_j A_j l^{k_j},\qquad
W(l)=2l^2T+\sum_j k_jA_j l^{k_j}.
\]

\(E\) attains a minimum on \(l>0\) if and only if some \(k_j<0\). The minimiser is then unique, and it is the positive root of the virial relation \(W(l)=0\).

A potential homogeneous of degree \(n\) contributes the exponent \(-n\): \(-2\) for a harmonic trap, \(+1\) for Coulomb repulsion. Positive \(A_j\) means that every potential term has a positive expectation value, which excludes the attraction of electrons to nuclei.

## Scale optimisation in a variational code

For electrons with Coulomb repulsion in a harmonic trap, a code that optimises only the overall scale of a fixed trial function about the trap centre can compute \(T\) and the \(A_j\) once and then solve \(W(l)=0\). The sign of \(W\) guides a bracketing search: by the tangent inequality below, \(W(l)>0\) means that every larger scale has higher energy, and \(W(l)<0\) that every smaller one does.

## Derivation by a tangent in \(\log l\)

Differentiation gives

\[
E'(l)=2lT+\sum_j k_jA_jl^{k_j-1}=\frac{W(l)}{l}.
\]

For \(m\neq l\), write \(m=le^s\) with \(s=\ln(m/l)\neq0\). Since \(e^x\ge1+x\), strictly for \(x\ne0\),

\[
m^2T=l^2Te^{2s}>l^2T(1+2s),\qquad
A_jm^{k_j}=A_jl^{k_j}e^{k_js}\ge A_jl^{k_j}(1+k_js).
\]

Adding these gives the tangent inequality

\[
E(m)>E(l)+W(l)\ln(m/l).
\]

If \(W(l)=0\), every other scale has strictly higher energy, so \(l\) is the only minimiser. Conversely, a minimiser has \(E'(l)=0\), hence \(W(l)=0\).

For existence, let \(k_j<0\) and \(C=E(1)\), so that \(C\ge A_j>0\). Set

\[
a=(A_j/C)^{1/(-k_j)}\le1,\qquad b=1+C/T.
\]

If \(m<a\), then \(m^{-k_j}\le A_j/C\), so \(E(m)\ge A_jm^{k_j}\ge C\). If \(m>b\), then \(m>1\) and \(mT>C\), so \(E(m)\ge m^2T>C\). The continuous function \(E\) has a minimum on \([a,b]\). Its value is at most \(C\), because \(1\in[a,b]\), so it is a minimum over all \(l>0\).

If no exponent is negative, \(W(l)\ge2l^2T>0\) for every \(l>0\), and no scale is optimal.

For a single term \(Al^{-p}\), multiplying \(W(l)=2l^2T-pAl^{-p}=0\) by \(l^p\) gives \(l^{p+2}=pA/(2T)\).

## Lean file

```lean
import Mathlib

open Finset

namespace OptimalScale

noncomputable section

variable {ι : Type*} [Fintype ι]

/-- Energy of a scaled trial function: kinetic part `l ^ 2 * T` plus finitely many terms
`A j * l ^ k j` with real exponents. -/
def scaledEnergy (T : ℝ) (A k : ι → ℝ) (l : ℝ) : ℝ :=
  l ^ 2 * T + ∑ j, A j * l ^ (k j)

/-- The virial sum: each energy contribution at scale `l`, weighted by its scaling exponent. -/
def virialSum (T : ℝ) (A k : ι → ℝ) (l : ℝ) : ℝ :=
  2 * (l ^ 2 * T) + ∑ j, k j * (A j * l ^ (k j))

/-- A positive scale is optimal if no other positive scale has lower energy. -/
def IsOptimalScale (T : ℝ) (A k : ι → ℝ) (l : ℝ) : Prop :=
  0 < l ∧ ∀ m, 0 < m → scaledEnergy T A k l ≤ scaledEnergy T A k m

/-- At a positive scale, the derivative of the energy with respect to the scale is the virial sum
divided by the scale. -/
theorem hasDerivAt_scaledEnergy (T : ℝ) (A k : ι → ℝ) {l : ℝ} (hl : 0 < l) :
    HasDerivAt (scaledEnergy T A k) (virialSum T A k l / l) l := by
  have h1 : HasDerivAt (fun x : ℝ => x ^ 2 * T) (2 * l * T) l := by
    simpa using (hasDerivAt_pow 2 l).mul_const T
  have h2 : HasDerivAt (fun x : ℝ => ∑ j, A j * x ^ (k j))
      (∑ j, A j * (k j * l ^ (k j - 1))) l :=
    HasDerivAt.fun_sum fun j _ =>
      (Real.hasDerivAt_rpow_const (Or.inl hl.ne')).const_mul (A j)
  have h3 : HasDerivAt (scaledEnergy T A k)
      (2 * l * T + ∑ j, A j * (k j * l ^ (k j - 1))) l := h1.fun_add h2
  refine h3.congr_deriv ?_
  rw [virialSum, add_div, Finset.sum_div]
  congr 1
  · field_simp
  · refine Finset.sum_congr rfl fun j _ => ?_
    rw [Real.rpow_sub_one hl.ne']
    ring

/-- For positive kinetic energy and positive coefficients, the energy at any other positive scale
`m` lies strictly above the tangent at the positive scale `l`, taken in the logarithm of the scale.
-/
theorem tangent_lt_scaledEnergy {T : ℝ} {A k : ι → ℝ} (hT : 0 < T) (hA : ∀ j, 0 < A j)
    {l m : ℝ} (hl : 0 < l) (hm : 0 < m) (hne : m ≠ l) :
    scaledEnergy T A k l + virialSum T A k l * Real.log (m / l) < scaledEnergy T A k m := by
  obtain ⟨s, hs⟩ : ∃ s, s = Real.log (m / l) := ⟨_, rfl⟩
  rw [← hs]
  have hm' : m = l * Real.exp s := by
    rw [hs, Real.exp_log (div_pos hm hl)]
    field_simp
  have hs0 : s ≠ 0 := by
    intro h
    apply hne
    rw [hm', h, Real.exp_zero, mul_one]
  -- the kinetic term gives the strict inequality
  have hkin : l ^ 2 * T + 2 * (l ^ 2 * T) * s < m ^ 2 * T := by
    have h := Real.add_one_lt_exp (mul_ne_zero two_ne_zero hs0)
    have he : Real.exp (2 * s) = Real.exp s ^ 2 := by rw [two_mul, Real.exp_add, sq]
    have hp : 0 < l ^ 2 * T := by positivity
    have h' := mul_lt_mul_of_pos_left h hp
    rw [he] at h'
    rw [hm']
    linarith
  -- every other term lies on or above its tangent
  have hsum : ∑ j, A j * l ^ (k j) + (∑ j, k j * (A j * l ^ (k j))) * s
      ≤ ∑ j, A j * m ^ (k j) := by
    rw [Finset.sum_mul, ← Finset.sum_add_distrib]
    refine Finset.sum_le_sum fun j _ => ?_
    have hp : 0 < A j * l ^ (k j) := mul_pos (hA j) (Real.rpow_pos_of_pos hl _)
    have h' := mul_le_mul_of_nonneg_left (Real.add_one_le_exp (s * k j)) hp.le
    rw [hm', Real.mul_rpow hl.le (Real.exp_pos s).le, ← Real.exp_mul]
    linarith
  unfold scaledEnergy virialSum
  linarith

/-- Virial relation: for positive kinetic energy and positive coefficients, a positive scale is
optimal exactly when its virial sum vanishes. -/
theorem isOptimalScale_iff_virial {T : ℝ} {A k : ι → ℝ} (hT : 0 < T) (hA : ∀ j, 0 < A j)
    {l : ℝ} (hl : 0 < l) : IsOptimalScale T A k l ↔ virialSum T A k l = 0 := by
  constructor
  · intro h
    have hmin : IsLocalMin (scaledEnergy T A k) l :=
      Filter.mem_of_superset (Ioi_mem_nhds hl) fun x hx => h.2 x hx
    have h0 := hmin.hasDerivAt_eq_zero (hasDerivAt_scaledEnergy T A k hl)
    exact (div_eq_zero_iff.mp h0).resolve_right hl.ne'
  · intro h
    refine ⟨hl, fun m hm => ?_⟩
    by_cases hne : m = l
    · rw [hne]
    · have ht := tangent_lt_scaledEnergy (k := k) hT hA hl hm hne
      rw [h, zero_mul, add_zero] at ht
      exact ht.le

/-- For positive kinetic energy and positive coefficients, any two optimal scales coincide. -/
theorem optimalScale_unique {T : ℝ} {A k : ι → ℝ} (hT : 0 < T) (hA : ∀ j, 0 < A j)
    {l m : ℝ} (h : IsOptimalScale T A k l) (h' : IsOptimalScale T A k m) : l = m := by
  by_contra hne
  have ht := tangent_lt_scaledEnergy (k := k) hT hA h.1 h'.1 (Ne.symm hne)
  rw [(isOptimalScale_iff_virial hT hA h.1).mp h, zero_mul, add_zero] at ht
  exact absurd (h'.2 l h.1) (not_le_of_gt ht)

/-- For positive kinetic energy and positive coefficients, an optimal scale exists if some term has
a negative exponent. -/
theorem exists_optimalScale {T : ℝ} {A k : ι → ℝ} (hT : 0 < T) (hA : ∀ j, 0 < A j)
    {j : ι} (hj : k j < 0) : ∃ l, IsOptimalScale T A k l := by
  have hpos : ∀ x : ℝ, 0 < x → ∀ i, 0 ≤ A i * x ^ (k i) := fun x hx i =>
    (mul_pos (hA i) (Real.rpow_pos_of_pos hx _)).le
  have hkin : ∀ x : ℝ, 0 < x → x ^ 2 * T ≤ scaledEnergy T A k x := fun x hx =>
    le_add_of_nonneg_right (Finset.sum_nonneg fun i _ => hpos x hx i)
  have hterm : ∀ x : ℝ, 0 < x → A j * x ^ (k j) ≤ scaledEnergy T A k x := fun x hx =>
    (Finset.single_le_sum (f := fun i => A i * x ^ (k i)) (fun i _ => hpos x hx i)
      (Finset.mem_univ j)).trans (le_add_of_nonneg_left (by positivity))
  obtain ⟨C, hC⟩ : ∃ C, C = scaledEnergy T A k 1 := ⟨_, rfl⟩
  have hAC : A j ≤ C := by
    have h := hterm 1 one_pos
    rwa [Real.one_rpow, mul_one, ← hC] at h
  have hC0 : 0 < C := (hA j).trans_le hAC
  have hq : 0 < A j / C := div_pos (hA j) hC0
  have hk : 0 < -k j := neg_pos.mpr hj
  -- below `a` the singular term exceeds `C`, above `1 + C / T` the kinetic term does
  obtain ⟨a, ha⟩ : ∃ a, a = (A j / C) ^ (-k j)⁻¹ := ⟨_, rfl⟩
  have ha0 : 0 < a := by rw [ha]; exact Real.rpow_pos_of_pos hq _
  have ha1 : a ≤ 1 := by
    rw [ha]
    exact Real.rpow_le_one hq.le ((div_le_one hC0).mpr hAC) (inv_pos.mpr hk).le
  have hak : a ^ (-k j) = A j / C := by rw [ha]; exact Real.rpow_inv_rpow hq.le hk.ne'
  have hCT : 0 < C / T := div_pos hC0 hT
  have h1 : (1 : ℝ) ∈ Set.Icc a (1 + C / T) := ⟨ha1, by linarith⟩
  have hcont : ContinuousOn (scaledEnergy T A k) (Set.Icc a (1 + C / T)) := fun x hx =>
    (hasDerivAt_scaledEnergy T A k (ha0.trans_le hx.1)).continuousAt.continuousWithinAt
  obtain ⟨l, hl, hmin⟩ := isCompact_Icc.exists_isMinOn ⟨1, h1⟩ hcont
  have hlC : scaledEnergy T A k l ≤ C := by rw [hC]; exact hmin h1
  refine ⟨l, ha0.trans_le hl.1, fun m hm => ?_⟩
  rcases lt_or_ge m a with hma | hma
  · have hx : m ^ (-k j) ≤ A j / C := by
      rw [← hak]
      exact Real.rpow_le_rpow hm.le hma.le hk.le
    have hx' : m ^ (-k j) * C ≤ A j := (le_div_iff₀ hC0).mp hx
    have hy : 0 < m ^ (k j) := Real.rpow_pos_of_pos hm _
    have hxy : m ^ (-k j) * m ^ (k j) = 1 := by
      rw [← Real.rpow_add hm, neg_add_cancel, Real.rpow_zero]
    have hb : C ≤ A j * m ^ (k j) := by
      calc C = m ^ (-k j) * C * m ^ (k j) := by linear_combination (-C) * hxy
        _ ≤ A j * m ^ (k j) := mul_le_mul_of_nonneg_right hx' hy.le
    exact hlC.trans (hb.trans (hterm m hm))
  · rcases le_or_gt m (1 + C / T) with hmb | hmb
    · exact hmin ⟨hma, hmb⟩
    · have hc : C < m * T := (div_lt_iff₀ hT).mp (by linarith)
      have hm1 : 0 ≤ m - 1 := by linarith
      have hp : 0 ≤ (m - 1) * (m * T) := mul_nonneg hm1 (mul_pos hm hT).le
      have hb : C ≤ m ^ 2 * T := by linarith
      exact hlC.trans (hb.trans (hkin m hm))

/-- For positive kinetic energy and positive coefficients, the scaled energy attains a minimum
on positive scales if and only if some exponent is negative, and it has at most one minimiser. -/
theorem optimalScale_exists_iff_and_unique {T : ℝ} {A k : ι → ℝ} (hT : 0 < T)
    (hA : ∀ j, 0 < A j) :
    ((∃ l, IsOptimalScale T A k l) ↔ ∃ j, k j < 0) ∧
      ∀ l m, IsOptimalScale T A k l → IsOptimalScale T A k m → l = m := by
  refine ⟨⟨?_, fun ⟨_, hj⟩ => exists_optimalScale hT hA hj⟩,
    fun _ _ h h' => optimalScale_unique hT hA h h'⟩
  rintro ⟨l, h⟩
  by_contra hno
  push Not at hno
  -- without negative exponents the virial sum is positive
  have hl := h.1
  have h0 := (isOptimalScale_iff_virial hT hA hl).mp h
  have hs : 0 ≤ ∑ j, k j * (A j * l ^ (k j)) := Finset.sum_nonneg fun j _ =>
    mul_nonneg (hno j) (mul_pos (hA j) (Real.rpow_pos_of_pos hl _)).le
  have hp : 0 < l ^ 2 * T := by positivity
  unfold virialSum at h0
  linarith

/-- For a single term `A * l ^ (-p)` with `A > 0` beside a positive kinetic energy, a positive scale
is optimal exactly when `l ^ (p + 2) = p * A / (2 * T)`. -/
theorem optimalScale_single_power {T A : ℝ} (hT : 0 < T) (hA : 0 < A) (p : ℝ)
    {l : ℝ} (hl : 0 < l) :
    IsOptimalScale T (fun _ : Unit => A) (fun _ => -p) l ↔
      l ^ (p + 2) = p * A / (2 * T) := by
  have h1 : l ^ (p + 2) = l ^ p * l ^ 2 := by rw [Real.rpow_add hl, Real.rpow_two]
  have hq : l ^ p * (l ^ p)⁻¹ = 1 := mul_inv_cancel₀ (Real.rpow_pos_of_pos hl p).ne'
  have hT2 : 2 * T ≠ 0 := by positivity
  rw [isOptimalScale_iff_virial hT (fun _ => hA) hl, h1, eq_div_iff hT2]
  simp only [virialSum, Finset.univ_unique, Finset.sum_singleton, Real.rpow_neg hl.le]
  constructor
  · intro h
    linear_combination l ^ p * h + p * A * hq
  · intro h
    linear_combination (l ^ p)⁻¹ * h - 2 * l ^ 2 * T * hq

end

end OptimalScale
```

```lean
#print axioms OptimalScale.optimalScale_exists_iff_and_unique
-- 'OptimalScale.optimalScale_exists_iff_and_unique' depends on axioms: [propext, Classical.choice, Quot.sound]
#print axioms OptimalScale.optimalScale_single_power
-- 'OptimalScale.optimalScale_single_power' depends on axioms: [propext, Classical.choice, Quot.sound]
```

## What the theorems cover, and where positivity matters

`scaledEnergy` is \(E\), `virialSum` is \(W\), and the finite type `ι` labels the terms; it may be empty. `IsOptimalScale` requires `0 < l` and compares `l` with every positive scale, so it describes a global minimum. The hypotheses `hT` and `hA` are the positivity of \(T\) and of all \(A_j\).

`optimalScale_exists_iff_and_unique` states the existence criterion and uniqueness. It rests on `tangent_lt_scaledEnergy`, where `Real.add_one_lt_exp` makes the kinetic term strict and `Real.add_one_le_exp` handles the others. `isOptimalScale_iff_virial` combines this inequality with stationarity, and `exists_optimalScale` carries out the compact-interval argument. `optimalScale_single_power` is the one-term formula, for any real `p`.

The file contains no wave function or Hamiltonian: the scaling law is built into the definition of `scaledEnergy`. Nor does it treat rounding, sampling error in \(T\) and \(A_j\), or the distance to the true ground-state energy.

Without \(A_j>0\) the criterion can fail. With \(T=1\) and one term \(A=-2\), \(k=1\), as for Coulomb attraction,

\[
E(l)=l^2-2l=(l-1)^2-1
\]

has its minimum at \(l=1\) although no exponent is negative.
